# Normalized explicit Euler precession raises the Zeeman energy of a magnetic moment at an acute, nonzero angle to a fixed field

Let the unit vector m in ℝ³ be the direction of a spin's magnetic moment, B a fixed field multiplied by the magnitude of the gyromagnetic ratio, and h a nonzero time step. Iterate

m ↦ (m − h m×B) / |m − h m×B|.

If 0 < m·B < |B| at the start, then m·B decreases strictly and tends to zero, so the Zeeman energy −m·B rises at every step. The continuous equation dm/dt = −m×B conserves this energy. In a simulation of a single undamped spin in a constant field, the rise therefore comes entirely from the integrator.

```lean
import Mathlib

open Matrix Filter Topology

namespace EulerPrecession

noncomputable section
```

## The step and the energy

Vectors are functions `Fin 3 → ℝ`, with `⬝ᵥ` for the dot product and `⨯₃` for the cross product. Length is defined explicitly as √(v·v), because Mathlib's default norm on this type is the largest absolute component.

```lean
/-- Euclidean length of a vector in three-dimensional space. -/
def len (v : Fin 3 → ℝ) : ℝ := √(v ⬝ᵥ v)
```

The unnormalized step is

r = m − h m×B.

The gyromagnetic ratio is absorbed into the units, so |B| is the angular frequency of precession and h|B| is the angle through which the true motion turns in one step.

```lean
/-- The explicit Euler step for precession of `m` about the field `B`, before normalization. -/
def rawStep (h : ℝ) (B m : Fin 3 → ℝ) : Fin 3 → ℝ := m - h • (m ⨯₃ B)
```

Dividing by |r| restores unit length. In a program that applies this scheme to one macrospin, a pass of the time loop computes the cross product of the stored direction with the field, subtracts h times the result, and divides the three components by their Euclidean length.

```lean
/-- The normalized explicit Euler step. The raw step vanishes only for `m = 0`, where this
definition returns zero. -/
def eulerStep (h : ℝ) (B m : Fin 3 → ℝ) : Fin 3 → ℝ :=
  (len (rawStep h B m))⁻¹ • rawStep h B m
```

Because B has absorbed the gyromagnetic ratio, the energy −m·B is measured in units of the magnetic moment divided by that ratio (both taken as magnitudes). The model contains no damping, anisotropy, exchange or dipolar field, and its real numbers carry no rounding error.

```lean
/-- Zeeman energy of the magnetization direction `m` in the field `B`, in scaled units. -/
def zeemanEnergy (B m : Fin 3 → ℝ) : ℝ := -(m ⬝ᵥ B)
```

## What one step does

For a unit vector, Lagrange's identity gives

|B|² − (m·B)² = |m×B|² ≥ 0.

The proof writes the right-hand side as a sum of three squares.

```lean
/-- For a unit vector `m`, the square of `m·B` is at most `|B|²`. -/
theorem sq_projection_le {m : Fin 3 → ℝ} (B : Fin 3 → ℝ) (hm : m ⬝ᵥ m = 1) :
    (m ⬝ᵥ B) ^ 2 ≤ B ⬝ᵥ B := by
  -- Lagrange's identity
  have key : (m ⬝ᵥ m) * (B ⬝ᵥ B) - (m ⬝ᵥ B) ^ 2 =
      (m 0 * B 1 - m 1 * B 0) ^ 2 + (m 1 * B 2 - m 2 * B 1) ^ 2
        + (m 2 * B 0 - m 0 * B 2) ^ 2 := by
    simp only [dotProduct, Fin.sum_univ_three]
    ring
  rw [hm, one_mul] at key
  have hpos : 0 ≤ (m 0 * B 1 - m 1 * B 0) ^ 2 + (m 1 * B 2 - m 2 * B 1) ^ 2
      + (m 2 * B 0 - m 0 * B 2) ^ 2 := by positivity
  linarith
```

Since m×B is orthogonal to m, the cross term in r·r vanishes:

r·r = m·m − 2h m·(m×B) + h²|m×B|² = 1 + h²(|B|² − (m·B)²).

In Lean, both sides are expanded in components and compared by `ring`.

```lean
/-- The raw Euler step takes a unit vector `m` to a vector of squared length
`1 + h² (|B|² - (m·B)²)`. -/
theorem rawStep_sq {m : Fin 3 → ℝ} (h : ℝ) (B : Fin 3 → ℝ) (hm : m ⬝ᵥ m = 1) :
    rawStep h B m ⬝ᵥ rawStep h B m = 1 + h ^ 2 * (B ⬝ᵥ B - (m ⬝ᵥ B) ^ 2) := by
  have key : rawStep h B m ⬝ᵥ rawStep h B m =
      m ⬝ᵥ m + h ^ 2 * ((m ⬝ᵥ m) * (B ⬝ᵥ B) - (m ⬝ᵥ B) ^ 2) := by
    simp only [rawStep, dotProduct, Fin.sum_univ_three, cross_apply, Pi.sub_apply,
      Pi.smul_apply, smul_eq_mul, Matrix.cons_val]
    ring
  rw [key, hm, one_mul]
```

Thus |r| ≥ 1, the division is legitimate, and the new vector has unit length.

```lean
/-- The normalized Euler step maps unit vectors to unit vectors. -/
theorem eulerStep_unit {m : Fin 3 → ℝ} (h : ℝ) (B : Fin 3 → ℝ) (hm : m ⬝ᵥ m = 1) :
    eulerStep h B m ⬝ᵥ eulerStep h B m = 1 := by
  have hp : 0 < rawStep h B m ⬝ᵥ rawStep h B m := by
    rw [rawStep_sq h B hm]
    have := mul_nonneg (sq_nonneg h) (sub_nonneg.2 (sq_projection_le B hm))
    linarith
  have hs : len (rawStep h B m) * len (rawStep h B m) = rawStep h B m ⬝ᵥ rawStep h B m :=
    Real.mul_self_sqrt hp.le
  have hl : len (rawStep h B m) ≠ 0 := (Real.sqrt_pos.2 hp).ne'
  simp only [eulerStep, smul_dotProduct, dotProduct_smul, smul_eq_mul]
  rw [← hs]
  field_simp
```

The increment is also orthogonal to B, so r·B = m·B. Only the normalization changes the projection:

m′·B = (m·B) / √(1 + h²(|B|² − (m·B)²)),

where m′ = r/|r|. In the proof, `key` is the equality r·B = m·B, and the length formula supplies the denominator.

```lean
/-- For a unit vector, one normalized Euler step divides the projection on the field by
`√(1 + h² (|B|² - (m·B)²))`. -/
theorem eulerStep_projection {m : Fin 3 → ℝ} (h : ℝ) (B : Fin 3 → ℝ) (hm : m ⬝ᵥ m = 1) :
    eulerStep h B m ⬝ᵥ B = (m ⬝ᵥ B) / √(1 + h ^ 2 * (B ⬝ᵥ B - (m ⬝ᵥ B) ^ 2)) := by
  -- the torque is orthogonal to the field
  have key : rawStep h B m ⬝ᵥ B = m ⬝ᵥ B := by
    simp only [rawStep, dotProduct, Fin.sum_univ_three, cross_apply, Pi.sub_apply,
      Pi.smul_apply, smul_eq_mul, Matrix.cons_val]
    ring
  rw [eulerStep, smul_dotProduct, key, len, rawStep_sq h B hm, smul_eq_mul, inv_mul_eq_div]
```

## The squared tangent grows geometrically

Let mₙ be the direction after n steps, written `(eulerStep h B)^[n] m` in Lean, and set xₙ = mₙ·B and b = |B|². With D = 1 + h²(b − xₙ²), the one-step rule reads xₙ₊₁² = xₙ²/D. Hence

b − xₙ₊₁² = (bD − xₙ²)/D = (1 + h²b)(b − xₙ²)/D.

If xₙ ≠ 0, dividing the two relations shows that (b − xₙ²)/xₙ², the squared tangent of the angle between mₙ and B, is multiplied by 1 + h²b. After n steps, without denominators,

(b − xₙ²) x₀² = (1 + h²b)ⁿ (b − x₀²) xₙ².

This form also holds when x₀ = 0 or B = 0. The proof is by induction: `key` is the squared one-step rule, and `linear_combination` combines it with the induction hypothesis. The theorem carries the unit length of mₙ along, since the next step needs it.

```lean
/-- Exact law of the drift for a unit vector `m`, written without denominators. If `m·B ≠ 0`, it
says that after `n` steps the squared tangent of the angle between magnetization and field has been
multiplied by `(1 + h² |B|²)ⁿ`. The iterates remain unit vectors. -/
theorem tangent_law {m : Fin 3 → ℝ} (h : ℝ) (B : Fin 3 → ℝ) (hm : m ⬝ᵥ m = 1) (n : ℕ) :
    (eulerStep h B)^[n] m ⬝ᵥ (eulerStep h B)^[n] m = 1 ∧
    (B ⬝ᵥ B - ((eulerStep h B)^[n] m ⬝ᵥ B) ^ 2) * (m ⬝ᵥ B) ^ 2 =
      (1 + h ^ 2 * (B ⬝ᵥ B)) ^ n * (B ⬝ᵥ B - (m ⬝ᵥ B) ^ 2)
        * ((eulerStep h B)^[n] m ⬝ᵥ B) ^ 2 := by
  induction n with
  | zero => exact ⟨hm, by simp only [Function.iterate_zero, id_eq, pow_zero, one_mul]⟩
  | succ n ih =>
    obtain ⟨hu, ih⟩ := ih
    rw [Function.iterate_succ_apply']
    refine ⟨eulerStep_unit h B hu, ?_⟩
    have hp := eulerStep_projection h B hu
    generalize (eulerStep h B)^[n] m = p at hu ih hp ⊢
    have hD : 0 < 1 + h ^ 2 * (B ⬝ᵥ B - (p ⬝ᵥ B) ^ 2) := by
      have := mul_nonneg (sq_nonneg h) (sub_nonneg.2 (sq_projection_le B hu))
      linarith
    -- the one-step rule, squared
    have key : (p ⬝ᵥ B) ^ 2 =
        (1 + h ^ 2 * (B ⬝ᵥ B - (p ⬝ᵥ B) ^ 2)) * (eulerStep h B p ⬝ᵥ B) ^ 2 := by
      rw [hp, div_pow, Real.sq_sqrt hD.le, mul_div_cancel₀ _ hD.ne']
    rw [pow_succ]
    linear_combination (1 + h ^ 2 * (eulerStep h B p ⬝ᵥ B) ^ 2) * ih +
      ((m ⬝ᵥ B) ^ 2 + (1 + h ^ 2 * (B ⬝ᵥ B)) ^ n * (B ⬝ᵥ B - (m ⬝ᵥ B) ^ 2)) * key
```

For example, take h|B| = 0.1 and an initial angle of 60°. The squared tangent starts at 3 and grows by 1 % per step. After 100 steps, about 1.6 turns, m·B/|B| has fallen from 0.5 to about 0.33.

## Decay of the projection

Suppose |x₀| < |B|, which already forces B ≠ 0. Since b − xₙ² ≤ b, the law gives

xₙ² ≤ [b x₀² / (b − x₀²)] (1 + h²b)⁻ⁿ.

For h ≠ 0 the right-hand side tends to zero, and so does xₙ, whatever the sign of x₀. The Lean proof establishes this inequality as `hbound`, squeezes xₙ² between zero and the geometric sequence, and takes a square root.

```lean
/-- For a nonzero step and a unit vector neither parallel nor antiparallel to a nonzero field,
the iterated Euler step drives the projection on the field to zero. -/
theorem projection_tendsto_zero {h : ℝ} {B m : Fin 3 → ℝ} (hh : h ≠ 0) (hm : m ⬝ᵥ m = 1)
    (hB : |m ⬝ᵥ B| < len B) :
    Tendsto (fun n : ℕ => (eulerStep h B)^[n] m ⬝ᵥ B) atTop (𝓝 0) := by
  have hlt : (m ⬝ᵥ B) ^ 2 < B ⬝ᵥ B := by
    have := (Real.lt_sqrt (abs_nonneg _)).1 hB
    rwa [sq_abs] at this
  have hE : 0 < B ⬝ᵥ B - (m ⬝ᵥ B) ^ 2 := sub_pos.2 hlt
  have hb : 0 < B ⬝ᵥ B := lt_of_le_of_lt (sq_nonneg _) hlt
  have hc : 1 < 1 + h ^ 2 * (B ⬝ᵥ B) := by
    have : 0 < h ^ 2 * (B ⬝ᵥ B) := by positivity
    linarith
  have hc0 : 0 < 1 + h ^ 2 * (B ⬝ᵥ B) := by linarith
  -- geometric bound on the squared projection
  have hbound : ∀ n : ℕ, ((eulerStep h B)^[n] m ⬝ᵥ B) ^ 2 ≤
      (B ⬝ᵥ B) * (m ⬝ᵥ B) ^ 2 / (B ⬝ᵥ B - (m ⬝ᵥ B) ^ 2)
        * ((1 + h ^ 2 * (B ⬝ᵥ B))⁻¹) ^ n := by
    intro n
    have law := (tangent_law h B hm n).2
    have hnn := mul_nonneg (sq_nonneg ((eulerStep h B)^[n] m ⬝ᵥ B)) (sq_nonneg (m ⬝ᵥ B))
    rw [inv_pow, ← div_eq_mul_inv, div_div, le_div_iff₀ (mul_pos hE (pow_pos hc0 n))]
    linarith
  have hgeo := (tendsto_pow_atTop_nhds_zero_of_lt_one (inv_pos.2 hc0).le
    (inv_lt_one_of_one_lt₀ hc)).const_mul
      ((B ⬝ᵥ B) * (m ⬝ᵥ B) ^ 2 / (B ⬝ᵥ B - (m ⬝ᵥ B) ^ 2))
  rw [mul_zero] at hgeo
  have hsq := (squeeze_zero (fun n => sq_nonneg _) hbound hgeo).sqrt
  simp only [Real.sqrt_sq_eq_abs, Real.sqrt_zero] at hsq
  exact (tendsto_zero_iff_abs_tendsto_zero _).2 hsq
```

## The energy rises at every step

If 0 < xₙ < |B| and h ≠ 0, the square root in the one-step rule exceeds 1, so

0 < xₙ₊₁ < xₙ < |B|.

The same inequalities are then available for the next step. In the proof, `step` is this one-step statement, `inv` propagates the bounds by induction, and `dec` collects the strict decreases.

The theorem assumes a nonzero step (`hh`), a unit initial vector (`hm`) and the two strict bounds on m·B (`h0` and `hB`). It concludes that the sequence of projections is strictly decreasing (`StrictAnti`), that it tends to zero (`Tendsto`), and that each energy is lower than the next. A positive time step is the physical case, but the sign of h plays no role.

```lean
/-- For a nonzero step and a unit vector with `0 < m·B < |B|`, the iterated Euler step makes `m·B`
decrease strictly to zero, and the Zeeman energy rises at every step. -/
theorem spurious_energy_rise {h : ℝ} {B m : Fin 3 → ℝ} (hh : h ≠ 0) (hm : m ⬝ᵥ m = 1)
    (h0 : 0 < m ⬝ᵥ B) (hB : m ⬝ᵥ B < len B) :
    StrictAnti (fun n : ℕ => (eulerStep h B)^[n] m ⬝ᵥ B) ∧
    Tendsto (fun n : ℕ => (eulerStep h B)^[n] m ⬝ᵥ B) atTop (𝓝 0) ∧
    ∀ n : ℕ, zeemanEnergy B ((eulerStep h B)^[n] m) <
      zeemanEnergy B ((eulerStep h B)^[n + 1] m) := by
  -- one step lowers the projection but keeps it positive
  have step : ∀ p : Fin 3 → ℝ, p ⬝ᵥ p = 1 → 0 < p ⬝ᵥ B → p ⬝ᵥ B < len B →
      0 < eulerStep h B p ⬝ᵥ B ∧ eulerStep h B p ⬝ᵥ B < p ⬝ᵥ B := by
    intro p hp p0 pB
    have hE : 0 < B ⬝ᵥ B - (p ⬝ᵥ B) ^ 2 := sub_pos.2 ((Real.lt_sqrt p0.le).1 pB)
    have hD : 0 < h ^ 2 * (B ⬝ᵥ B - (p ⬝ᵥ B) ^ 2) := by positivity
    have hs : 1 < √(1 + h ^ 2 * (B ⬝ᵥ B - (p ⬝ᵥ B) ^ 2)) :=
      (Real.lt_sqrt zero_le_one).2 (by linarith)
    rw [eulerStep_projection h B hp]
    exact ⟨div_pos p0 (by linarith), div_lt_self p0 hs⟩
  have inv : ∀ n : ℕ, 0 < (eulerStep h B)^[n] m ⬝ᵥ B ∧
      (eulerStep h B)^[n] m ⬝ᵥ B < len B := by
    intro n
    induction n with
    | zero => exact ⟨h0, hB⟩
    | succ n ih =>
      rw [Function.iterate_succ_apply']
      have := step _ (tangent_law h B hm n).1 ih.1 ih.2
      exact ⟨this.1, this.2.trans ih.2⟩
  have dec : ∀ n : ℕ, (eulerStep h B)^[n + 1] m ⬝ᵥ B < (eulerStep h B)^[n] m ⬝ᵥ B := by
    intro n
    rw [Function.iterate_succ_apply']
    exact (step _ (tangent_law h B hm n).1 (inv n).1 (inv n).2).2
  refine ⟨strictAnti_nat_of_succ_lt dec, ?_, fun n => neg_lt_neg (dec n)⟩
  exact projection_tendsto_zero hh hm (by rwa [abs_of_pos h0])
```

Both bounds must be strict. Take B = (0, 0, 1). For m = (0, 0, 1) the cross product vanishes and m never moves, so m·B ≤ |B| is not enough. For m = (1, 0, 0) the projection is zero and stays zero, so 0 ≤ m·B is not enough either.

## The continuous motion keeps its energy

Along any solution of dm/dt = −m×B with constant B,

d(m·B)/dt = −(m×B)·B = 0.

The hypothesis in Lean says that this equation holds at every real time; unit length is not needed. The proof differentiates the dot product component by component and uses that a function with zero derivative everywhere is constant.

```lean
/-- Every solution of the continuous precession equation `dm/dt = -m × B` conserves the Zeeman
energy. -/
theorem exact_flow_conserves {B : Fin 3 → ℝ} {m : ℝ → Fin 3 → ℝ}
    (hm : ∀ t, HasDerivAt m (-(m t ⨯₃ B)) t) (t : ℝ) :
    zeemanEnergy B (m t) = zeemanEnergy B (m 0) := by
  have hd : ∀ s, HasDerivAt (fun r => m r ⬝ᵥ B) 0 s := by
    intro s
    have hi := hasDerivAt_pi.1 (hm s)
    have hsum := (((hi 0).mul_const (B 0)).fun_add ((hi 1).mul_const (B 1))).fun_add
      ((hi 2).mul_const (B 2))
    simp only [dotProduct, Fin.sum_univ_three]
    refine hsum.congr_deriv ?_
    simp only [cross_apply, Pi.neg_apply, Matrix.cons_val]
    ring
  exact congrArg Neg.neg (is_const_of_deriv_eq_zero (fun s => (hd s).differentiableAt)
    (fun s => (hd s).deriv) t 0)
```

An explicit solution in the field B = (0, 0, ω) is

m(t) = (s cos ωt, s sin ωt, c),

whose derivative (−sω sin ωt, sω cos ωt, 0) equals −m×B. With s² + c² = 1 it is a unit vector, and for s and ω nonzero it really precesses. The proof checks the three components separately.

```lean
/-- Uniform rotation about the third axis at angular frequency `ω` solves the precession equation
in the field `(0, 0, ω)`. -/
theorem exact_flow_witness (ω s c t : ℝ) :
    HasDerivAt (fun r : ℝ => ![s * Real.cos (ω * r), s * Real.sin (ω * r), c])
      (-(![s * Real.cos (ω * t), s * Real.sin (ω * t), c] ⨯₃ ![0, 0, ω])) t := by
  have hl : HasDerivAt (fun r : ℝ => ω * r) ω t := by
    simpa using (hasDerivAt_id t).const_mul ω
  refine hasDerivAt_pi.2 fun i => ?_
  fin_cases i
  · exact (hl.cos.const_mul s).congr_deriv (by simp [cross_apply, mul_assoc])
  · exact (hl.sin.const_mul s).congr_deriv (by simp [cross_apply, mul_assoc])
  · exact (hasDerivAt_const t c).congr_deriv (by simp [cross_apply])

end

end EulerPrecession
```

```lean
#print axioms EulerPrecession.spurious_energy_rise
#print axioms EulerPrecession.exact_flow_conserves
```

```
'EulerPrecession.spurious_energy_rise' depends on axioms: [propext, Classical.choice, Quot.sound]
'EulerPrecession.exact_flow_conserves' depends on axioms: [propext, Classical.choice, Quot.sound]
```
